# Conservation of bond currents at an uncontacted site

## Physical setting

A molecule or a short wire is described by a Hermitian matrix H on finitely many sites, and some of the sites are attached to electrodes. In steady state the electrodes act on the device through a retarded self-energy Σ and a lesser self-energy Σ<, which are supported on the contact sites. A transport calculation can then assign a current to each bond i–j. The question is whether these local currents balance at a site that no electrode touches.

They do, separately at each real energy at which the retarded Green function exists. Kirchhoff's current law concerns the total electric currents at a node, whereas the theorem here is the energy-resolved matrix identity, without the integral over energy and without a derivation of the Keldysh equation. For a finite model in an orthonormal site basis it gives a consistency check on computed maps of local currents.

## Statement

Let G solve (z − H − Σ)G = 1, and define

    G< = G Σ< G†
    J_ij = H_ij G<_ji − G<_ij H_ji
    S = GΣ< − Σ<G† + G<Σ† − ΣG<

Site i is uncontacted if row i of Σ, row i of Σ< and column i of Σ< vanish. For Hermitian H and an uncontacted site i,

    ∑_j J_ij = 2i (Im z) G<_ii

and at a real energy z = E,

    ∑_j J_ij = 0.

Three further statements accompany these. For Hermitian H at real energy the currents from a set of uncontacted sites into its complement add to zero. For Hermitian H at real energy Tr S = 0 for any Σ<. For Hermitian H and anti-Hermitian Σ< every J_ij is real.

## Derivation

The sum over j of each term of J_ij is a matrix product, so

    ∑_j J_ij = (H G< − G< H)_ii.

Expanding (z − H − Σ)G = 1 and taking the adjoint with H† = H gives two equations of motion:

    H G = zG − ΣG − 1
    G†H = z̄G† − G†Σ† − 1

Both are inserted into the commutator:

    H G< − G< H = (HG) Σ< G† − G Σ< (G†H)
                = zG< − ΣG< − Σ<G† − z̄G< + G<Σ† + GΣ<
                = (z − z̄) G< + S

At an uncontacted site each of the four terms of S_ii vanishes. The element (GΣ<)_ii = ∑_k G_ik Σ<_ki uses column i of Σ<, and (Σ<G†)_ii uses row i of Σ<. The element (ΣG<)_ii uses row i of Σ, and so does (G<Σ†)_ii = ∑_k G<_ik (Σ_ik)*. With z − z̄ = 2i Im z the balance follows, and its right-hand side is zero for real z.

For a set R of uncontacted sites, the site law is summed over i in R and the sum over j is split:

    0 = ∑_{i∈R} ∑_{j∈R} J_ij + ∑_{i∈R} ∑_{j∉R} J_ij

Since J_ji = −J_ij, the first double sum equals its own negative and vanishes, so the second vanishes too. At real energy S = [H, G<], and the trace of a commutator is zero. Finally, (Σ<)† = −Σ< gives (G<)† = −G<, hence

    J_ij* = H_ji (−G<_ij) − (−G<_ji) H_ij = J_ij.

A three-site chain with unit hopping, E = 0, Σ = diag(−i, 0, −i) and Σ< = diag(2i, 0, 0) shows the law with nonzero currents. The column of G belonging to site 0 is (−i/2, −1/2, i/2), and G<_ab = 2i G_a0 (G_b0)*. This gives G<_10 = G<_21 = 1/2 and G<_01 = G<_12 = −1/2, so J_01 = J_12 = 1. The middle site balances because J_10 + J_12 = −1 + 1 = 0. At the contacted site 0 the sum is 1, so the law fails when the condition on the self-energies is dropped.

## What the formal version assumes

Sites are the elements of a finite type `n`, and every operator is a `Matrix n n ℂ`. The matrices `Sr` and `Sl` are Σ and Σ< at one fixed energy, `Gᴴ` is G†, and `star z` is z̄. The predicate `IsRetardedGreen z H Sr G` is the equation (z − H − Σ)G = 1. It replaces the formula G = (z − H − Σ)⁻¹ because Lean's inverse of a singular matrix is the zero matrix, and `isRetardedGreen_iff` shows that the predicate holds exactly when the determinant is nonzero and G is the inverse. The word retarded in the identifiers is only a label: no sign condition on the anti-Hermitian part of Σ or on Im z is imposed. A real energy is a variable `E : ℝ` cast to ℂ.

The Keldysh equation is the definition `lesserGreen`; it is assumed and not derived. No relation between Σ and Σ< is required, so occupations and temperatures do not appear. The structure `Uncontacted Sr Sl i` has three fields for the three vanishing conditions and puts no condition on column i of Σ. The function `bondCurrent` carries no factor of charge, ħ or 2π. A non-orthogonal basis with an overlap matrix, infinite systems and time dependence are not covered, nor is a site at which a scattering self-energy acts.

The following readings are physics that the file does not prove. With G< equal to i times the energy-resolved density matrix, J_ij is the particle current from i to j, in agreement with the chain, where only the electrode at site 0 is filled. At z = E + iη with η > 0 the sum 2iη G<_ii is then −2η times the density at i, so a numerical broadening acts as a sink. Hermiticity is needed for the same reason: replacing H by H − iη at real E produces the same G and the same commutator as H at E + iη, and the sum is nonzero whenever G<_ii ≠ 0.

## The Lean file

```lean
import Mathlib

open Matrix

namespace KeldyshBondCurrent

noncomputable section

variable {n : Type*} [Fintype n] [DecidableEq n]

/-- With no sign condition on `Σ` or on `Im z`, `G` solves at energy `z` the equation `(z - H - Σ) G = 1`. -/
def IsRetardedGreen (z : ℂ) (H Sr G : Matrix n n ℂ) : Prop :=
  (z • (1 : Matrix n n ℂ) - H - Sr) * G = 1

/-- The lesser Green function from the Keldysh equation, `G< = G Σ< G†`. -/
def lesserGreen (G Sl : Matrix n n ℂ) : Matrix n n ℂ :=
  G * Sl * Gᴴ

/-- The energy-resolved bond current `H_ij L_ji - L_ij H_ji` for a lesser function `L`. -/
def bondCurrent (H L : Matrix n n ℂ) (i j : n) : ℂ :=
  H i j * L j i - L i j * H j i

/-- The self-energy source operator `G Σ< - Σ< G† + G< Σ† - Σ G<`. -/
def source (Sr Sl G : Matrix n n ℂ) : Matrix n n ℂ :=
  G * Sl - Sl * Gᴴ + lesserGreen G Sl * Srᴴ - Sr * lesserGreen G Sl

/-- Site `i` is uncontacted: row `i` of `Σ` and row and column `i` of `Σ<` vanish. -/
structure Uncontacted (Sr Sl : Matrix n n ℂ) (i : n) : Prop where
  retarded_row : ∀ j, Sr i j = 0
  lesser_row : ∀ j, Sl i j = 0
  lesser_col : ∀ j, Sl j i = 0

/-- `G` solves `(z - H - Σ) G = 1` exactly when `z - H - Σ` is nonsingular and `G` is its
inverse. -/
theorem isRetardedGreen_iff (z : ℂ) (H Sr G : Matrix n n ℂ) :
    IsRetardedGreen z H Sr G ↔
      (z • (1 : Matrix n n ℂ) - H - Sr).det ≠ 0 ∧ G = (z • (1 : Matrix n n ℂ) - H - Sr)⁻¹ := by
  unfold IsRetardedGreen
  constructor
  · intro h
    refine ⟨?_, (Matrix.inv_eq_right_inv h).symm⟩
    intro h0
    have hdet := congrArg Matrix.det h
    rw [Matrix.det_mul, Matrix.det_one, h0, zero_mul] at hdet
    exact zero_ne_one hdet
  · rintro ⟨h, hG⟩
    rw [hG]
    exact Matrix.mul_nonsing_inv _ (isUnit_iff_ne_zero.mpr h)

omit [Fintype n] [DecidableEq n] in
/-- The bond current changes sign when the two sites are exchanged. -/
theorem bondCurrent_antisymm (H L : Matrix n n ℂ) (i j : n) :
    bondCurrent H L j i = -bondCurrent H L i j := by
  unfold bondCurrent
  ring

omit [DecidableEq n] in
/-- The sum of the bond currents at site `i` is the diagonal element of the commutator
`[H, L]`. -/
theorem sum_bondCurrent_eq_commutator (H L : Matrix n n ℂ) (i : n) :
    ∑ j, bondCurrent H L i j = (H * L - L * H) i i := by
  simp only [bondCurrent, Matrix.sub_apply, Matrix.mul_apply, Finset.sum_sub_distrib]

/-- Equation of motion of the retarded Green function: `H G = z G - Σ G - 1`. -/
theorem ham_mul_green {z : ℂ} {H Sr G : Matrix n n ℂ} (hG : IsRetardedGreen z H Sr G) :
    H * G = z • G - Sr * G - 1 := by
  have h' : z • G - H * G - Sr * G = 1 := by
    have h := hG
    unfold IsRetardedGreen at h
    rwa [Matrix.sub_mul, Matrix.sub_mul, Matrix.smul_mul, Matrix.one_mul] at h
  rw [← h']
  abel

/-- For Hermitian `H` the commutator `[H, G<]` equals `(z - z*) G<` plus the self-energy
source operator. -/
theorem keldysh_commutator {z : ℂ} {H Sr G : Matrix n n ℂ} (hH : H.IsHermitian)
    (hG : IsRetardedGreen z H Sr G) (Sl : Matrix n n ℂ) :
    H * lesserGreen G Sl - lesserGreen G Sl * H
      = (z - star z) • lesserGreen G Sl + source Sr Sl G := by
  have h1 := ham_mul_green hG
  -- the adjoint equation of motion, using that H is Hermitian
  have h2 : Gᴴ * H = star z • Gᴴ - Gᴴ * Srᴴ - 1 := by
    have h := congrArg conjTranspose h1
    rwa [conjTranspose_mul, hH.eq, conjTranspose_sub, conjTranspose_sub, conjTranspose_smul,
      conjTranspose_mul, conjTranspose_one] at h
  unfold source lesserGreen
  calc H * (G * Sl * Gᴴ) - G * Sl * Gᴴ * H
      = (H * G) * Sl * Gᴴ - G * Sl * (Gᴴ * H) := by simp only [Matrix.mul_assoc]
    _ = _ := by
      rw [h1, h2]
      simp only [Matrix.sub_mul, Matrix.mul_sub, Matrix.smul_mul, Matrix.mul_smul,
        Matrix.one_mul, Matrix.mul_one, Matrix.mul_assoc]
      module

omit [DecidableEq n] in
/-- The diagonal element of the source operator vanishes at an uncontacted site. -/
theorem source_diag_eq_zero {Sr Sl : Matrix n n ℂ} {i : n} (hi : Uncontacted Sr Sl i)
    (G : Matrix n n ℂ) : source Sr Sl G i i = 0 := by
  obtain ⟨h1, h2, h3⟩ := hi
  unfold source
  generalize lesserGreen G Sl = L
  -- each of the four products contains a vanishing row or column
  simp [Matrix.mul_apply, Matrix.conjTranspose_apply, h1, h2, h3]

/-- For Hermitian `H` and complex energy `z` the bond currents at an uncontacted site add up to
`2 i (Im z) G<_ii`. -/
theorem site_balance_complex_energy {z : ℂ} {H Sr Sl G : Matrix n n ℂ} {i : n}
    (hH : H.IsHermitian) (hG : IsRetardedGreen z H Sr G) (hi : Uncontacted Sr Sl i) :
    ∑ j, bondCurrent H (lesserGreen G Sl) i j
      = 2 * Complex.I * (z.im : ℂ) * lesserGreen G Sl i i := by
  have hz : z - star z = 2 * Complex.I * (z.im : ℂ) := by
    rw [Complex.star_def, Complex.sub_conj]
    push_cast
    ring
  rw [sum_bondCurrent_eq_commutator, keldysh_commutator hH hG Sl, Matrix.add_apply,
    Matrix.smul_apply, source_diag_eq_zero hi G, add_zero, smul_eq_mul, hz]

/-- Energy-resolved site balance: at one real energy and for Hermitian `H`, the bond currents at an
uncontacted site add up to zero. -/
theorem kirchhoff {E : ℝ} {H Sr Sl G : Matrix n n ℂ} {i : n}
    (hH : H.IsHermitian) (hG : IsRetardedGreen (E : ℂ) H Sr G) (hi : Uncontacted Sr Sl i) :
    ∑ j, bondCurrent H (lesserGreen G Sl) i j = 0 := by
  rw [site_balance_complex_energy hH hG hi]
  simp

/-- At real energy and for Hermitian `H` the bond currents from a region of uncontacted sites to its
complement add up to zero. -/
theorem region_flux_eq_zero {E : ℝ} {H Sr Sl G : Matrix n n ℂ} (S : Finset n)
    (hH : H.IsHermitian) (hG : IsRetardedGreen (E : ℂ) H Sr G)
    (hS : ∀ i ∈ S, Uncontacted Sr Sl i) :
    ∑ i ∈ S, ∑ j ∈ Sᶜ, bondCurrent H (lesserGreen G Sl) i j = 0 := by
  set J := bondCurrent H (lesserGreen G Sl) with hJ
  have hanti : ∀ i j, J i j = -J j i := fun i j => bondCurrent_antisymm H _ j i
  -- internal bonds cancel pairwise
  have hswap : ∑ i ∈ S, ∑ j ∈ S, J i j = -∑ i ∈ S, ∑ j ∈ S, J i j := by
    calc ∑ i ∈ S, ∑ j ∈ S, J i j = ∑ j ∈ S, ∑ i ∈ S, J i j := Finset.sum_comm
      _ = ∑ j ∈ S, ∑ i ∈ S, -J j i :=
        Finset.sum_congr rfl fun j _ => Finset.sum_congr rfl fun i _ => hanti i j
      _ = -∑ i ∈ S, ∑ j ∈ S, J i j := by simp only [Finset.sum_neg_distrib]
  have hin : ∑ i ∈ S, ∑ j ∈ S, J i j = 0 := by
    linear_combination (1 / 2 : ℂ) * hswap
  -- the site law splits into internal and boundary bonds
  have hsplit : ∀ i ∈ S, ∑ j ∈ Sᶜ, J i j = -∑ j ∈ S, J i j := by
    intro i hi
    have h1 : ∑ j ∈ S, J i j + ∑ j ∈ Sᶜ, J i j = ∑ j, J i j :=
      Finset.sum_add_sum_compl S (fun j => J i j)
    have h2 : ∑ j, J i j = 0 := kirchhoff hH hG (hS i hi)
    linear_combination h1 + h2
  calc ∑ i ∈ S, ∑ j ∈ Sᶜ, J i j = ∑ i ∈ S, -∑ j ∈ S, J i j := Finset.sum_congr rfl hsplit
    _ = 0 := by rw [Finset.sum_neg_distrib, hin, neg_zero]

/-- At real energy and for Hermitian `H` the trace of the source operator vanishes. -/
theorem trace_source_eq_zero {E : ℝ} {H Sr G : Matrix n n ℂ} (hH : H.IsHermitian)
    (hG : IsRetardedGreen (E : ℂ) H Sr G) (Sl : Matrix n n ℂ) :
    (source Sr Sl G).trace = 0 := by
  have h := keldysh_commutator hH hG Sl
  have hz : (E : ℂ) - star (E : ℂ) = 0 := by simp
  rw [hz, zero_smul, zero_add] at h
  -- the source is a commutator
  rw [← h, Matrix.trace_sub, Matrix.trace_mul_comm H, sub_self]

omit [DecidableEq n] in
/-- For Hermitian `H` and anti-Hermitian `Σ<` every bond current is real. -/
theorem bondCurrent_im_eq_zero {H Sl : Matrix n n ℂ} (hH : H.IsHermitian) (hS : Slᴴ = -Sl)
    (G : Matrix n n ℂ) (i j : n) : (bondCurrent H (lesserGreen G Sl) i j).im = 0 := by
  -- G< inherits anti-Hermiticity from Σ<
  have hL : (lesserGreen G Sl)ᴴ = -lesserGreen G Sl := by
    unfold lesserGreen
    rw [conjTranspose_mul, conjTranspose_mul, conjTranspose_conjTranspose, hS]
    simp only [Matrix.neg_mul, Matrix.mul_neg, Matrix.mul_assoc]
  have hLe : ∀ a b, star (lesserGreen G Sl a b) = -lesserGreen G Sl b a :=
    fun a b => congrFun (congrFun hL b) a
  have hHe : ∀ a b, star (H a b) = H b a := fun a b => hH.apply b a
  have hstar : star (bondCurrent H (lesserGreen G Sl) i j)
      = bondCurrent H (lesserGreen G Sl) i j := by
    simp only [bondCurrent, star_sub, star_mul', hHe, hLe]
    ring
  exact Complex.conj_eq_iff_im.mp hstar

/-- Three-site chain with unit nearest-neighbour hopping. -/
def chainH : Matrix (Fin 3) (Fin 3) ℂ :=
  !![0, 1, 0; 1, 0, 1; 0, 1, 0]

/-- Retarded self-energy `-i` on each end site of the chain. -/
def chainSr : Matrix (Fin 3) (Fin 3) ℂ :=
  !![-Complex.I, 0, 0; 0, 0, 0; 0, 0, -Complex.I]

/-- Lesser self-energy `2i` on the first site of the chain only. -/
def chainSl : Matrix (Fin 3) (Fin 3) ℂ :=
  !![2 * Complex.I, 0, 0; 0, 0, 0; 0, 0, 0]

/-- The retarded Green function of the chain at zero energy. -/
def chainG : Matrix (Fin 3) (Fin 3) ℂ :=
  !![-Complex.I / 2, -1 / 2, Complex.I / 2;
     -1 / 2, -Complex.I / 2, -1 / 2;
     Complex.I / 2, -1 / 2, -Complex.I / 2]

/-- The three-site chain at zero energy meets all hypotheses with the middle site
uncontacted; both bond currents equal one, and the sum at the contacted site `0` is one. -/
theorem chain_witness :
    chainH.IsHermitian ∧ IsRetardedGreen ((0 : ℝ) : ℂ) chainH chainSr chainG ∧
      chainSlᴴ = -chainSl ∧ Uncontacted chainSr chainSl 1 ∧
      bondCurrent chainH (lesserGreen chainG chainSl) 0 1 = 1 ∧
      bondCurrent chainH (lesserGreen chainG chainSl) 1 2 = 1 ∧
      ∑ j, bondCurrent chainH (lesserGreen chainG chainSl) 0 j = 1 := by
  refine ⟨?_, ?_, ?_, ?_, ?_, ?_, ?_⟩
  · show chainHᴴ = chainH
    ext i j
    rw [Matrix.conjTranspose_apply]
    fin_cases i <;> fin_cases j <;> simp [chainH]
  · unfold IsRetardedGreen
    ext i j
    rw [Matrix.mul_apply, Fin.sum_univ_three]
    simp only [Matrix.sub_apply, Matrix.smul_apply]
    fin_cases i <;> fin_cases j <;>
      simp [chainH, chainSr, chainG, Matrix.one_apply, Complex.ext_iff] <;> norm_num
  · ext i j
    rw [Matrix.conjTranspose_apply, Matrix.neg_apply]
    fin_cases i <;> fin_cases j <;> simp [chainSl]
  · refine ⟨?_, ?_, ?_⟩ <;> intro j <;> fin_cases j <;> simp [chainSr, chainSl]
  · simp only [bondCurrent, lesserGreen, Matrix.mul_apply, Fin.sum_univ_three,
      Matrix.conjTranspose_apply]
    simp [chainH, chainSl, chainG, Complex.ext_iff]
    norm_num
  · simp only [bondCurrent, lesserGreen, Matrix.mul_apply, Fin.sum_univ_three,
      Matrix.conjTranspose_apply]
    simp [chainH, chainSl, chainG, Complex.ext_iff]
    norm_num
  · simp only [bondCurrent, lesserGreen, Matrix.mul_apply, Fin.sum_univ_three,
      Matrix.conjTranspose_apply]
    simp [chainH, chainSl, chainG, Complex.ext_iff]
    norm_num

end

end KeldyshBondCurrent
```

```lean
#print axioms KeldyshBondCurrent.site_balance_complex_energy
#print axioms KeldyshBondCurrent.region_flux_eq_zero
#print axioms KeldyshBondCurrent.trace_source_eq_zero
#print axioms KeldyshBondCurrent.bondCurrent_im_eq_zero
```

```
'KeldyshBondCurrent.site_balance_complex_energy' depends on axioms: [propext, Classical.choice, Quot.sound]
'KeldyshBondCurrent.region_flux_eq_zero' depends on axioms: [propext, Classical.choice, Quot.sound]
'KeldyshBondCurrent.trace_source_eq_zero' depends on axioms: [propext, Classical.choice, Quot.sound]
'KeldyshBondCurrent.bondCurrent_im_eq_zero' depends on axioms: [propext, Classical.choice, Quot.sound]
```

## Notes on the proof

In `isRetardedGreen_iff` the forward direction takes determinants of the defining equation to exclude a zero determinant and uses `Matrix.inv_eq_right_inv` to identify G; the reverse direction is `Matrix.mul_nonsing_inv`.

The lemma `sum_bondCurrent_eq_commutator` is the first step of the derivation and holds for arbitrary `H` and `L`. The lemma `ham_mul_green` is the first equation of motion. Inside `keldysh_commutator`, `h2` is its adjoint, and the rewrite with `hH.eq` is the one place where this chain of lemmas uses Hermiticity. The `calc` block rebrackets the commutator to expose `H * G` and `Gᴴ * H`, substitutes both equations, and leaves the collection of the six terms to `module`.

In `source_diag_eq_zero` the matrix G< is generalised to an arbitrary `L`, since the argument uses only the vanishing rows and column. Then `site_balance_complex_energy` combines `sum_bondCurrent_eq_commutator`, `keldysh_commutator` and `source_diag_eq_zero` with `hz`, the identity z − z̄ = 2i Im z, and `kirchhoff` specialises it to a real energy.

In `region_flux_eq_zero` the region is the finite set `S` and its complement is `Sᶜ`. The step `hswap` exchanges the summation indices and applies `bondCurrent_antisymm`, `hin` halves the resulting equation, and `hsplit` is the site law split into internal and boundary bonds. The theorem `trace_source_eq_zero` rewrites the source as the commutator and uses `Matrix.trace_mul_comm`. In `bondCurrent_im_eq_zero`, `hL` is the anti-Hermiticity of G< and `hstar` is J_ij* = J_ij; here `G` is any matrix and need not be a Green function.

The theorem `chain_witness` checks seven claims entry by entry for `chainH`, `chainSr`, `chainSl` and `chainG`: the four hypotheses, with site 1 as the uncontacted site, the two bond currents, and the sum at site 0.
